# At a given density, Boltzmann statistics puts the Fermi level of finitely many electron levels too low

Electrons occupy finitely many levels with energies $e_i$ and degeneracies $g_i>0$, at thermal energy $kT>0$. Their density $n$ is given, and the Fermi level has to be found from it. At chemical potential $m$ (often written $\mu$ or $E_F$), Fermi-Dirac and Boltzmann statistics give the densities

$$n_F(m)=\sum_i\frac{g_i}{1+e^{(e_i-m)/kT}},\qquad n_B(m)=\sum_i g_i\,e^{(m-e_i)/kT}.$$

Let $0<n<\sum_i g_i$, so that the levels are neither empty nor full. Then $n_F(m)=n$ and $n_B(m_B)=n$ each have exactly one solution, and with $e_k$ the lowest energy,

$$0<m-m_B\le kT\ln\!\left(1+e^{(m-e_k)/kT}\right).$$

In a lightly doped semiconductor, the Fermi level is often estimated from the density of conduction electrons with Boltzmann statistics. For non-interacting electrons in a finite, fixed set of levels, the inequality gives the sign of the resulting error and a limit on its size, which is small when $m$ lies several $kT$ below the lowest level.

## Levels and the two densities

The levels are indexed by a finite type `ι`.

In Lean 4 with Mathlib:

```lean
import Mathlib

open Finset

namespace FermiBoltzmannLevel

noncomputable section

variable {ι : Type*} [Fintype ι]
```

The functions `e` and `g` hold the energies and degeneracies. The degeneracies are real numbers, so they can include spin, a k-point weight and a division by volume. The single variable `kT` stands for Boltzmann's constant times temperature, and `m` is an energy, not a mass. `fermiDensity` is $n_F$.

```lean
/-- Fermi-Dirac electron density of levels `e i` with degeneracies `g i` at chemical
potential `m` and thermal energy `kT`, for `kT ≠ 0`. -/
def fermiDensity (e g : ι → ℝ) (kT m : ℝ) : ℝ :=
  ∑ i, g i / (1 + Real.exp ((e i - m) / kT))
```

`boltzmannDensity` is $n_B$. The requirement $kT>0$ is not part of either definition; it enters as a hypothesis of the theorems that use it.

```lean
/-- Boltzmann electron density of the same levels at chemical potential `m` and thermal
energy `kT`, for `kT ≠ 0`. -/
def boltzmannDensity (e g : ι → ℝ) (kT m : ℝ) : ℝ :=
  ∑ i, g i * Real.exp ((m - e i) / kT)
```

## At a common chemical potential, Boltzmann statistics overcounts

For a level of energy $\varepsilon$ and degeneracy $a$, write $X=e^{(m-\varepsilon)/kT}$. Then $e^{(\varepsilon-m)/kT}=1/X$, and

$$\frac{a}{1+1/X}=\frac{aX}{1+X}.$$

In the proof, `h` records that the two exponentials multiply to 1. Clearing denominators leaves a multiple of that identity.

```lean
/-- The Fermi-Dirac density of a level with energy `ε` and degeneracy `a` is `a * X / (1 + X)`,
where `X = exp ((m - ε) / kT)` is its Boltzmann factor. -/
theorem occupation_eq (a ε kT m : ℝ) :
    a / (1 + Real.exp ((ε - m) / kT)) =
      a * Real.exp ((m - ε) / kT) / (1 + Real.exp ((m - ε) / kT)) := by
  have h : Real.exp ((m - ε) / kT) * Real.exp ((ε - m) / kT) = 1 := by
    rw [← Real.exp_add, show (m - ε) / kT + (ε - m) / kT = 0 by ring, Real.exp_zero]
  rw [div_eq_div_iff (by positivity) (by positivity)]
  linear_combination (-a) * h
```

Since $1+X_i>1$, where $X_i=e^{(m-e_i)/kT}$, each term satisfies $g_iX_i/(1+X_i)<g_iX_i$. With at least one level, summing gives $n_F(m)<n_B(m)$.

```lean
/-- At a common chemical potential, Boltzmann statistics gives a larger density than
Fermi-Dirac statistics, for at least one level and positive degeneracies. -/
theorem fermi_lt_boltzmann [Nonempty ι] (e : ι → ℝ) {g : ι → ℝ} (hg : ∀ i, 0 < g i)
    (kT m : ℝ) : fermiDensity e g kT m < boltzmannDensity e g kT m := by
  unfold fermiDensity boltzmannDensity
  apply Finset.sum_lt_sum_of_nonempty Finset.univ_nonempty
  intro i _
  rw [occupation_eq (g i) (e i) kT m]
  have hX := Real.exp_pos ((m - e i) / kT)
  exact div_lt_self (mul_pos (hg i) hX) (by linarith)
```

## Shifting the chemical potential and exchanging electrons with holes

A shift $d$ of the chemical potential factors out of every Boltzmann term:

$$e^{(m+d-e_i)/kT}=e^{d/kT}\,e^{(m-e_i)/kT},\qquad n_B(m+d)=e^{d/kT}\,n_B(m).$$

```lean
/-- Raising the chemical potential by `d` multiplies the Boltzmann density by
`exp (d / kT)`. -/
theorem boltzmann_shift (e g : ι → ℝ) (kT m d : ℝ) :
    boltzmannDensity e g kT (m + d) = Real.exp (d / kT) * boltzmannDensity e g kT m := by
  unfold boltzmannDensity
  rw [Finset.mul_sum]
  refine Finset.sum_congr rfl fun i _ => ?_
  rw [show (m + d - e i) / kT = d / kT + (m - e i) / kT by ring, Real.exp_add]
  ring
```

Holes are described by the same formula with energies $-e_i$ and chemical potential $-m$. Their density in level $i$ is $g_i/(1+X_i)$, so electrons and holes together fill the level:

$$\frac{g_iX_i}{1+X_i}+\frac{g_i}{1+X_i}=g_i.$$

```lean
/-- Particle-hole symmetry: the electrons at `m` and the holes, which see all energies with
reversed sign, together fill every state. -/
theorem particle_hole (e g : ι → ℝ) (kT m : ℝ) :
    fermiDensity e g kT m + fermiDensity (fun i => -e i) g kT (-m) = ∑ i, g i := by
  unfold fermiDensity
  rw [← Finset.sum_add_distrib]
  refine Finset.sum_congr rfl fun i _ => ?_
  have h2 : (-e i - -m) / kT = (m - e i) / kT := by ring
  have hp : 1 + Real.exp ((m - e i) / kT) ≠ 0 := by positivity
  simp only [h2]
  rw [occupation_eq (g i) (e i) kT m, ← add_div, div_eq_iff hp]
  ring
```

## Each density fixes at most one chemical potential

If $a<b$ are two chemical potentials, then $e^{(e_i-b)/kT}<e^{(e_i-a)/kT}$, so every Fermi-Dirac denominator is smaller at $b$ and every term is larger. Each Boltzmann term grows as well. Both densities are therefore strictly increasing, which here needs $kT>0$.

```lean
/-- For at least one level, positive degeneracies and `kT > 0`, both densities increase
strictly with the chemical potential. -/
theorem densities_strictMono [Nonempty ι] (e : ι → ℝ) {g : ι → ℝ} (hg : ∀ i, 0 < g i)
    {kT : ℝ} (hT : 0 < kT) :
    StrictMono (fermiDensity e g kT) ∧ StrictMono (boltzmannDensity e g kT) := by
  constructor
  · intro a b hab
    apply Finset.sum_lt_sum_of_nonempty Finset.univ_nonempty
    intro i _
    have h1 : (e i - b) / kT < (e i - a) / kT :=
      div_lt_div_of_pos_right (by linarith) hT
    exact div_lt_div_of_pos_left (hg i) (by positivity)
      (by linarith [Real.exp_lt_exp.2 h1])
  · intro a b hab
    apply Finset.sum_lt_sum_of_nonempty Finset.univ_nonempty
    intro i _
    have h1 : (a - e i) / kT < (b - e i) / kT :=
      div_lt_div_of_pos_right (by linarith) hT
    exact mul_lt_mul_of_pos_left (Real.exp_lt_exp.2 h1) (hg i)
```

## Both chemical potentials exist

For Boltzmann statistics, start from chemical potential zero and shift by $d=kT\ln\big(n/n_B(0)\big)$. The shift rule gives $n_B(d)=\dfrac{n}{n_B(0)}\,n_B(0)=n$.

```lean
/-- For at least one level, positive degeneracies and `kT > 0`, every positive density is
reached by Boltzmann statistics at some chemical potential. -/
theorem exists_boltzmannLevel [Nonempty ι] (e : ι → ℝ) {g : ι → ℝ} (hg : ∀ i, 0 < g i)
    {kT n : ℝ} (hT : 0 < kT) (hn : 0 < n) : ∃ m, boltzmannDensity e g kT m = n := by
  have hZ : 0 < boltzmannDensity e g kT 0 :=
    Finset.sum_pos (fun i _ => mul_pos (hg i) (Real.exp_pos _)) Finset.univ_nonempty
  have hne := hZ.ne'
  refine ⟨0 + kT * Real.log (n / boltzmannDensity e g kT 0), ?_⟩
  rw [boltzmann_shift, mul_div_cancel_left₀ _ hT.ne', Real.exp_log (div_pos hn hZ)]
  field_simp
```

The Fermi-Dirac level is bracketed by two Boltzmann levels.

- Choose $a$ with $n_B(a)=n$. Then $n_F(a)<n$.
- Choose $b$ such that the Boltzmann density of holes, with energies $-e_i$, equals $\sum_i g_i-n$ at $b$. The Fermi-Dirac density of holes at $b$ is smaller than that, so by particle-hole symmetry $n_F(-b)>n$.

Since $n_F$ is continuous, it takes the value $n$ between $a$ and $-b$. In the proof, `h1`, `h2` and `h3` are the two overcounting inequalities and the symmetry, and the last line applies the intermediate value theorem.

```lean
/-- For at least one level, positive degeneracies and `kT > 0`, every density strictly between
zero and the total degeneracy is reached by Fermi-Dirac statistics at some chemical potential. -/
theorem exists_fermiLevel [Nonempty ι] (e : ι → ℝ) {g : ι → ℝ} (hg : ∀ i, 0 < g i)
    {kT n : ℝ} (hT : 0 < kT) (hn : 0 < n) (hn' : n < ∑ i, g i) :
    ∃ m, fermiDensity e g kT m = n := by
  -- the Boltzmann levels of electrons and of holes bracket the solution
  obtain ⟨a, ha⟩ := exists_boltzmannLevel e hg hT hn
  obtain ⟨b, hb⟩ := exists_boltzmannLevel (fun i => -e i) hg hT (sub_pos.2 hn')
  have h1 := fermi_lt_boltzmann e hg kT a
  have h2 := fermi_lt_boltzmann (fun i => -e i) hg kT b
  have h3 := particle_hole e g kT (-b)
  rw [neg_neg] at h3
  have hc : Continuous (fermiDensity e g kT) := by
    unfold fermiDensity
    exact continuous_finsetSum _ fun i _ =>
      Continuous.div continuous_const (by fun_prop) (fun x => by positivity)
  exact mem_range_of_exists_le_of_exists_ge hc ⟨a, by linarith⟩ ⟨-b, by linarith⟩
```

## The size of the gap

Suppose $n_F(m)=n_B(m_B)$, and let $L=kT\ln(1+X_k)$. Because $e_k$ is the lowest energy, $X_i\le X_k$ for all $i$. Hence

$$n_B(m-L)=\sum_i\frac{g_iX_i}{1+X_k}\le\sum_i\frac{g_iX_i}{1+X_i}=n_F(m)=n_B(m_B).$$

As $n_B$ is increasing, $m-L\le m_B$, which is the bound.

If $m-m_B=L$, the two sums are equal. Since they are ordered term by term, each pair of terms is equal, so $X_i=X_k$ and $e_i=e_k$ for every $i$. Conversely, if all energies coincide, the sums agree and $m-L=m_B$. A single level is thus always a case of equality.

In the code, `hred` is the first equality of the display and `hterm` the termwise inequality. `Finset.sum_eq_sum_iff_of_le` supplies the equality criterion.

```lean
/-- Let `m` (Fermi-Dirac) and `mB` (Boltzmann) give the same density at `kT > 0`, with positive
degeneracies and lowest level `e k`. Then `m - mB` is at most `kT ln(1 + exp((m - e k)/kT))`,
with equality exactly when all levels have the same energy. -/
theorem gap_le_and_eq_iff {e g : ι → ℝ} (hg : ∀ i, 0 < g i) {kT m mB : ℝ} (hT : 0 < kT)
    {k : ι} (hk : ∀ i, e k ≤ e i)
    (h : fermiDensity e g kT m = boltzmannDensity e g kT mB) :
    m - mB ≤ kT * Real.log (1 + Real.exp ((m - e k) / kT)) ∧
      (m - mB = kT * Real.log (1 + Real.exp ((m - e k) / kT)) ↔ ∀ i, e i = e k) := by
  have : Nonempty ι := ⟨k⟩
  have hmono := (densities_strictMono e hg hT).2
  have hD : 0 < 1 + Real.exp ((m - e k) / kT) := by positivity
  -- lowering the Boltzmann level by the bound divides its density by `1 + X k`
  have hred : boltzmannDensity e g kT (m - kT * Real.log (1 + Real.exp ((m - e k) / kT))) =
      ∑ i, g i * Real.exp ((m - e i) / kT) / (1 + Real.exp ((m - e k) / kT)) := by
    have hs := boltzmann_shift e g kT m (-(kT * Real.log (1 + Real.exp ((m - e k) / kT))))
    rw [← sub_eq_add_neg, neg_div, mul_div_cancel_left₀ _ hT.ne', Real.exp_neg,
      Real.exp_log hD] at hs
    rw [hs, boltzmannDensity, Finset.mul_sum]
    exact Finset.sum_congr rfl fun i _ => by ring
  -- level by level, this is at most the Fermi-Dirac occupation
  have hterm : ∀ i ∈ (Finset.univ : Finset ι),
      g i * Real.exp ((m - e i) / kT) / (1 + Real.exp ((m - e k) / kT)) ≤
        g i / (1 + Real.exp ((e i - m) / kT)) := by
    intro i _
    rw [occupation_eq (g i) (e i) kT m]
    have hX : Real.exp ((m - e i) / kT) ≤ Real.exp ((m - e k) / kT) :=
      Real.exp_le_exp.2 (div_le_div_of_nonneg_right (by linarith [hk i]) hT.le)
    exact div_le_div_of_nonneg_left (mul_pos (hg i) (Real.exp_pos _)).le
      (by positivity) (by linarith)
  have hle := Finset.sum_le_sum hterm
  have heq := Finset.sum_eq_sum_iff_of_le hterm
  rw [← hred, ← fermiDensity, h] at hle heq
  refine ⟨by linarith [hmono.le_iff_le.1 hle], fun hE i => ?_, fun hall => ?_⟩
  · have h1 : m - kT * Real.log (1 + Real.exp ((m - e k) / kT)) = mB := by linarith
    have h2 := heq.1 (by rw [h1]) i (Finset.mem_univ i)
    rw [occupation_eq (g i) (e i) kT m, div_eq_div_iff (by positivity) (by positivity)] at h2
    have h3 := mul_left_cancel₀ (mul_pos (hg i) (Real.exp_pos _)).ne' h2
    have h4 := Real.exp_injective (add_left_cancel h3)
    linarith [(div_left_inj' hT.ne').1 h4]
  · have h1 := hmono.injective (heq.2 fun i _ => by
      rw [occupation_eq (g i) (e i) kT m, hall i])
    linarith
```

## The Boltzmann level lies below the Fermi-Dirac level

Overcounting at $m$ gives $n_B(m)>n_F(m)=n=n_B(m_B)$, and monotonicity turns this into $m_B<m$.

The hypotheses `hg`, `hT`, `hn` and `hn'` state $g_i>0$, $kT>0$, $n>0$ and $n<\sum_i g_i$. The index `k` with `hk` names a lowest level, and so guarantees that there is one. The clause `∀ x, fermiDensity e g kT x = n ↔ x = m` says that `m` is the only chemical potential giving $n$; the clause for `mB` does the same for Boltzmann statistics. The proof combines the existence results with strict monotonicity and takes the bound from the preceding theorem.

```lean
/-- Levels with positive degeneracies and lowest energy `e k` hold a density `n` strictly between
zero and the total degeneracy at `kT > 0`. Each statistics has exactly one chemical potential
giving `n`; the Fermi-Dirac one, `m`, lies above the Boltzmann one, `mB`, by at most
`kT ln(1 + exp((m - e k)/kT))`. -/
theorem boltzmann_underestimates_fermiLevel {e g : ι → ℝ} (hg : ∀ i, 0 < g i) {kT n : ℝ}
    (hT : 0 < kT) (hn : 0 < n) (hn' : n < ∑ i, g i) {k : ι} (hk : ∀ i, e k ≤ e i) :
    ∃ m mB : ℝ, (∀ x, fermiDensity e g kT x = n ↔ x = m) ∧
      (∀ x, boltzmannDensity e g kT x = n ↔ x = mB) ∧
      mB < m ∧ m - mB ≤ kT * Real.log (1 + Real.exp ((m - e k) / kT)) := by
  have : Nonempty ι := ⟨k⟩
  obtain ⟨hF, hB⟩ := densities_strictMono e hg hT
  obtain ⟨m, hm⟩ := exists_fermiLevel e hg hT hn hn'
  obtain ⟨mB, hmB⟩ := exists_boltzmannLevel e hg hT hn
  refine ⟨m, mB, fun x => ⟨fun hx => hF.injective (hx.trans hm.symm), fun hx => hx ▸ hm⟩,
    fun x => ⟨fun hx => hB.injective (hx.trans hmB.symm), fun hx => hx ▸ hmB⟩, ?_,
    (gap_le_and_eq_iff hg hT hk (hm.trans hmB.symm)).1⟩
  -- at level `m` Boltzmann statistics already holds more than `n`
  apply hB.lt_iff_lt.1
  linarith [fermi_lt_boltzmann e hg kT m]

end

end FermiBoltzmannLevel
```

```lean
#print axioms FermiBoltzmannLevel.boltzmann_underestimates_fermiLevel
```

```
'FermiBoltzmannLevel.boltzmann_underestimates_fermiLevel' depends on axioms: [propext, Classical.choice, Quot.sound]
```

## Full levels, and densities set by charge balance

The condition $n<\sum_i g_i$ can't be relaxed to $n\le\sum_i g_i$. Take one level with $e=0$, $g=1$, $kT=1$ and $n=1$. Boltzmann statistics gives $m_B=0$, but $n_F(m)=1/(1+e^{-m})$ stays below 1 for every $m$, so there is no Fermi-Dirac level.

Besides the restriction to non-interacting electrons in a finite, fixed set of levels, the theorem leaves out charge neutrality. When the Fermi level is found from charge balance, $n$ is itself an unknown, and changing the statistics can change it, whereas the theorem compares the two levels at the same $n$.
